# Positivity and upper bounds for the radial Mayer weight of a power-law pair energy

For a pair energy `lam * r ^ (-p)` at inverse temperature `β`, the weight `mayerWeight` is r² times one minus the Boltzmann factor, that is, the negative of the Mayer function with the radial factor r². The theorem states that this weight is positive, at most r², and at most its first-order expansion in the coupling, `β * lam * r ^ (2 - p)`. It assumes that `β`, `lam` and the distance `r` are positive, while `p` may be any real number; it is a pointwise statement and says nothing about integrals over `r`. The proof bounds the exponential strictly between 0 and 1, adds the inequality x + 1 ≤ exp x, and multiplies through by r².

As first written in Lean, the proof fails:

```lean
import Mathlib

open MeasureTheory Set Filter Topology

namespace LinearScalingEndpoint

noncomputable section

/-- The radial weight `r² (1 - exp(-β lam r^(-p)))` of a repulsion `r^(-p)` scaled linearly
by the coupling `lam`, at inverse temperature `β`. -/
def mayerWeight (β lam p r : ℝ) : ℝ :=
  r ^ 2 * (1 - Real.exp (-(β * lam * r ^ (-p))))

/-- For positive `β` and `lam`, at every positive distance the weight is positive, at most `r²`, and
at most its first-order expansion in the coupling, `β lam r^(2-p)`. -/
theorem mayerWeight_bounds {β lam r : ℝ} (p : ℝ) (hβ : 0 < β) (hlam : 0 < lam) (hr : 0 < r) :
    0 < mayerWeight β lam p r ∧ mayerWeight β lam p r ≤ r ^ 2 ∧
      mayerWeight β lam p r ≤ β * lam * r ^ (2 - p) := by
  have hx : 0 < β * lam * r ^ (-p) := by positivity
  have h1 : Real.exp (-(β * lam * r ^ (-p))) < 1 := Real.exp_lt_one (by linarith)
  have h2 := Real.exp_pos (-(β * lam * r ^ (-p)))
  have h3 := Real.add_one_le_exp (-(β * lam * r ^ (-p)))
  have hr2 : 0 < r ^ 2 := by positivity
  have hpow : r ^ (2 - p) = r ^ 2 * r ^ (-p) := by
    rw [sub_eq_add_neg, Real.rpow_add hr, Real.rpow_two]
  unfold mayerWeight
  refine ⟨mul_pos hr2 (by linarith), by nlinarith, ?_⟩
  rw [hpow]
  calc r ^ 2 * (1 - Real.exp (-(β * lam * r ^ (-p))))
      ≤ r ^ 2 * (β * lam * r ^ (-p)) := mul_le_mul_of_nonneg_left (by linarith) hr2.le
    _ = β * lam * (r ^ 2 * r ^ (-p)) := by ring

end

end LinearScalingEndpoint
```

Lean reports:

```
Main.lean:20:52: error(lean.unknownIdentifier): Unknown constant `Real.exp_lt_one`
```

The only error is a name that does not exist. The step `h1` says that the Boltzmann factor is less than 1, and the attempt justifies it with `Real.exp_lt_one`, applied to a proof that the exponent is negative. Lean reports this as an unknown constant: the imported Mathlib has no declaration of that name. The mathematics of the step is sound, since `hx` says that `β * lam * r ^ (-p)` is positive and its negative is therefore below zero.

The repair uses `Real.exp_lt_one_iff`, which states the same fact as an equivalence: exp x < 1 exactly when x < 0. An equivalence can't be applied directly to a proof of one side, so `.2` selects the direction from x < 0 to exp x < 1. The argument `(by linarith)` stays as it was, and proves the negativity of the exponent from `hx`. Nothing else in the proof changes.

The change, after which it compiles:

```diff
@@ -18,5 +18,5 @@
       mayerWeight β lam p r ≤ β * lam * r ^ (2 - p) := by
   have hx : 0 < β * lam * r ^ (-p) := by positivity
-  have h1 : Real.exp (-(β * lam * r ^ (-p))) < 1 := Real.exp_lt_one (by linarith)
+  have h1 : Real.exp (-(β * lam * r ^ (-p))) < 1 := Real.exp_lt_one_iff.2 (by linarith)
   have h2 := Real.exp_pos (-(β * lam * r ^ (-p)))
   have h3 := Real.add_one_le_exp (-(β * lam * r ^ (-p)))
```
